# For positive amplitudes and frequencies, one time step underestimates the kicked-dipole sum rule by at most $h^2/6$ times the third moment

## Signal, moments and estimates

A system in its ground state receives a weak, instantaneous electric kick at $t=0$. Let $d(t)$ be the induced dipole along the kick, divided by the kick strength. The excitations are labelled by $s$, which runs over a finite set, written `ι` in Lean. Excitation $s$ has frequency $w_s$ and amplitude $a_s$. In atomic units, linear response gives $a_s = 2|\langle 0|x|s\rangle|^2$, where $x$ is the position operator along the kick, summed over the electrons. An excitation that the kick can reach from the ground state therefore has $a_s>0$ and $w_s>0$.

```lean
import Mathlib

open Filter Topology

namespace KickedDipoleSumRule

noncomputable section

variable {ι : Type*} [Fintype ι]
```

The signal is an undamped sum of sines,
$$d(t)=\sum_s a_s\sin(w_s t).$$
The Lean functions `a` and `w` hold the amplitudes and frequencies as arbitrary real numbers. Sign conditions enter only in the theorems that need them.

```lean
/-- The dipole signal after a kick: a finite sum of sines with amplitudes `a s` and
frequencies `w s`. -/
def dipole (a w : ι → ℝ) (t : ℝ) : ℝ := ∑ s, a s * Real.sin (w s * t)
```

The frequency moments are $M_k=\sum_s a_s w_s^k$. The first, $M_1=\sum_s a_s w_s=d'(0)$, is the sum of the oscillator strengths, and it is the sum rule to be estimated.

```lean
/-- The `k`-th frequency moment of the amplitudes; `k = 1` is the sum rule. -/
def moment (a w : ι → ℝ) (k : ℕ) : ℝ := ∑ s, a s * w s ^ k
```

Since $d(0)=0$, the difference quotient over one step $h$ is
$$E(h)=\frac{d(h)}{h}.$$

```lean
/-- The estimate of the sum rule from one real-time step `h ≠ 0`: the signal divided by
the time. -/
def stepEstimate (a w : ι → ℝ) (h : ℝ) : ℝ := dipole a w h / h
```

Its leading error is proportional to $h^2$. Halving the step divides that error by four, so the following combination removes it:
$$R(h)=\frac{4E(h/2)-E(h)}{3}.$$

```lean
/-- The Richardson combination of the estimates with steps `h` and `h / 2`, for `h ≠ 0`. -/
def richardsonEstimate (a w : ι → ℝ) (h : ℝ) : ℝ :=
  (4 * stepEstimate a w (h / 2) - stepEstimate a w h) / 3
```

## Bounds on the sine

Besides the standard bound $1-\cos x\le x^2/2$, the polynomial bounds below rest on one observation. If $f(0)=0$ and $f'(x)\ge 0$ for $x\ge 0$, then $f$ is nondecreasing on the half-line, and so $f(x)\ge f(0)=0$ there.

```lean
/-- A differentiable function that vanishes at zero and has nonnegative derivative on the
nonnegative half-line is nonnegative there. -/
theorem nonneg_of_deriv {f f' : ℝ → ℝ} (h0 : f 0 = 0)
    (hf : ∀ x, HasDerivAt f (f' x) x) (hp : ∀ x, 0 ≤ x → 0 ≤ f' x)
    {x : ℝ} (hx : 0 ≤ x) : 0 ≤ f x := by
  have hm : MonotoneOn f (Set.Ici 0) :=
    monotoneOn_of_deriv_nonneg (convex_Ici 0)
      (fun y _ => (hf y).continuousAt.continuousWithinAt)
      (fun y _ => (hf y).differentiableAt.differentiableWithinAt)
      (fun y hy => by
        rw [(hf y).deriv]
        exact hp y (interior_subset hy))
  have h := hm (Set.mem_Ici.2 le_rfl) (Set.mem_Ici.2 hx) hx
  rwa [h0] at h
```

Apply this to $f(x)=x^3/6-(x-\sin x)$, which vanishes at zero. Its derivative is
$$f'(x)=\frac{x^2}{2}-(1-\cos x)\ge 0,$$
because $1-\cos x=2\sin^2(x/2)\le x^2/2$. Hence $x-\sin x\le x^3/6$ for $x\ge 0$.

```lean
/-- For a nonnegative phase `x`, the sine falls below `x` by at most `x ^ 3 / 6`. -/
theorem sub_sin_le {x : ℝ} (hx : 0 ≤ x) : x - Real.sin x ≤ x ^ 3 / 6 := by
  have hd : ∀ y : ℝ, HasDerivAt (fun y => y ^ 3 / 6 - (y - Real.sin y))
      (y ^ 2 / 2 - (1 - Real.cos y)) y := fun y =>
    (((hasDerivAt_pow 3 y).div_const 6).fun_sub
      ((hasDerivAt_id' y).fun_sub (Real.hasDerivAt_sin y))).congr_deriv (by
        simp only [Nat.cast_ofNat, Nat.reduceSub]
        ring)
  have h : 0 ≤ x ^ 3 / 6 - (x - Real.sin x) :=
    nonneg_of_deriv (by simp) hd (fun y _ => by
      have hc : 1 - y ^ 2 / 2 ≤ Real.cos y := Real.one_sub_sq_div_two_le_cos
      linarith) hx
  linarith
```

In the code, `hd` is the derivative, and the cosine bound comes from Mathlib.

The limit of small steps, taken below, also needs a bound on how well the cubic term $x^3/6$ describes $x-\sin x$. Two further integrations supply this. The function
$$C(y)=\frac{y^4}{24}-\frac{y^2}{2}+1-\cos y$$
has $C(0)=0$ and $C'(y)=y^3/6-(y-\sin y)\ge 0$ for $y\ge0$, so $C\ge 0$ there. The function
$$S(y)=\frac{y^5}{120}-\frac{y^3}{6}+y-\sin y$$
has $S(0)=0$ and $S'=C$, so $S\ge 0$ there too. Together with the cubic bound this gives, for $y\ge 0$,
$$-\frac{y^5}{120}\le y-\sin y-\frac{y^3}{6}\le 0.$$
The middle expression is odd in $y$, so its absolute value is at most $|y|^5/120$ for every real $y$.

```lean
/-- For every real phase, the cubic term describes the deficit of the sine up to a
fifth-order remainder. -/
theorem sin_remainder (x : ℝ) :
    |x - Real.sin x - x ^ 3 / 6| ≤ |x| ^ 5 / 120 := by
  -- two integrations of the cubic bound, first for the cosine, then for the sine
  have hdc : ∀ y : ℝ, HasDerivAt (fun y => y ^ 4 / 24 - y ^ 2 / 2 + 1 - Real.cos y)
      (y ^ 3 / 6 - y + Real.sin y) y := fun y =>
    (((((hasDerivAt_pow 4 y).div_const 24).fun_sub
      ((hasDerivAt_pow 2 y).div_const 2)).add_const 1).fun_sub
      (Real.hasDerivAt_cos y)).congr_deriv (by
        simp only [Nat.cast_ofNat, Nat.reduceSub]
        ring)
  have hcos : ∀ y : ℝ, 0 ≤ y → 0 ≤ y ^ 4 / 24 - y ^ 2 / 2 + 1 - Real.cos y :=
    fun y hy => nonneg_of_deriv (by simp) hdc
      (fun z hz => by linarith [sub_sin_le hz]) hy
  have hds : ∀ y : ℝ, HasDerivAt (fun y => y ^ 5 / 120 - y ^ 3 / 6 + (y - Real.sin y))
      (y ^ 4 / 24 - y ^ 2 / 2 + 1 - Real.cos y) y := fun y =>
    ((((hasDerivAt_pow 5 y).div_const 120).fun_sub
      ((hasDerivAt_pow 3 y).div_const 6)).fun_add
      ((hasDerivAt_id' y).fun_sub (Real.hasDerivAt_sin y))).congr_deriv (by
        simp only [Nat.cast_ofNat, Nat.reduceSub]
        ring)
  have key : ∀ y : ℝ, 0 ≤ y → |y - Real.sin y - y ^ 3 / 6| ≤ y ^ 5 / 120 := by
    intro y hy
    have h1 : 0 ≤ y ^ 5 / 120 - y ^ 3 / 6 + (y - Real.sin y) :=
      nonneg_of_deriv (by simp) hds hcos hy
    have h2 : 0 ≤ y ^ 5 := by positivity
    exact abs_le.2 ⟨by linarith, by linarith [sub_sin_le hy]⟩
  rcases le_total 0 x with hx | hx
  · rw [abs_of_nonneg hx]
    exact key x hx
  · -- negative phases follow because the sine is odd
    have h := key (-x) (by linarith)
    rw [Real.sin_neg] at h
    rw [abs_of_nonpos hx, ← abs_neg,
      show -(x - Real.sin x - x ^ 3 / 6) = -x - -Real.sin x - (-x) ^ 3 / 6 by ring]
    exact h
```

Here `hcos` states $C\ge0$, `key` is the result for nonnegative phases, and the final case distinction uses the oddness.

## The deficit of one step

For $h\neq 0$, subtracting the estimate from the sum rule gives one term per excitation:
$$M_1-E(h)=\sum_s a_s\left(w_s-\frac{\sin(w_s h)}{h}\right)=\sum_s a_s\,\frac{w_s h-\sin(w_s h)}{h}.$$

```lean
/-- For a nonzero step, the error of the one-step estimate is a sum of independent
contributions of the excitations. -/
theorem error_eq (a w : ι → ℝ) {h : ℝ} (hh : h ≠ 0) :
    moment a w 1 - stepEstimate a w h
      = ∑ s, a s * ((w s * h - Real.sin (w s * h)) / h) := by
  unfold moment stepEstimate dipole
  rw [Finset.sum_div, ← Finset.sum_sub_distrib]
  refine Finset.sum_congr rfl fun s _ => ?_
  rw [sub_div, mul_div_cancel_right₀ _ hh]
  ring
```

Now let $h>0$ and let all $a_s$ and $w_s$ be positive. The phase $x=w_s h$ is positive, so $\sin x<x$, a standard inequality that the code takes from Mathlib as `Real.sin_lt`. Together with the cubic bound this gives $0<x-\sin x\le x^3/6$. Dividing by $h$ gives
$$0<\frac{w_s h-\sin(w_s h)}{h}\le\frac{h^2w_s^3}{6}.$$
Multiplying by $a_s$ and summing yields
$$E(h)<M_1,\qquad M_1-E(h)\le\frac{h^2}{6}M_3.$$

```lean
/-- For positive amplitudes and frequencies, at least one excitation and any step `h > 0`,
the one-step estimate is strictly below the sum rule, by at most `h ^ 2 / 6` times the
third frequency moment. -/
theorem stepEstimate_too_low [Nonempty ι] {a w : ι → ℝ} (ha : ∀ s, 0 < a s)
    (hw : ∀ s, 0 < w s) {h : ℝ} (hh : 0 < h) :
    stepEstimate a w h < moment a w 1 ∧
      moment a w 1 - stepEstimate a w h ≤ h ^ 2 * moment a w 3 / 6 := by
  constructor
  · rw [← sub_pos, error_eq a w hh.ne']
    exact Finset.sum_pos (fun s _ => mul_pos (ha s)
      (div_pos (sub_pos.2 (Real.sin_lt (mul_pos (hw s) hh))) hh)) Finset.univ_nonempty
  · rw [error_eq a w hh.ne', moment, Finset.mul_sum, Finset.sum_div]
    refine Finset.sum_le_sum fun s _ => ?_
    have h1 : (w s * h - Real.sin (w s * h)) / h ≤ h ^ 2 * w s ^ 3 / 6 := by
      rw [div_le_iff₀ hh]
      linarith [sub_sin_le (mul_pos (hw s) hh).le]
    calc _ ≤ a s * (h ^ 2 * w s ^ 3 / 6) := mul_le_mul_of_nonneg_left h1 (ha s).le
      _ = _ := by ring
```

The first half of the proof sums positive terms with `Finset.sum_pos`, and the second compares the sums term by term with `Finset.sum_le_sum`. The step may be of any size, even longer than the shortest period. The assumption `[Nonempty ι]` provides at least one excitation; with none, both $E(h)$ and $M_1$ are zero and the strict inequality fails.

## The coefficient of the quadratic error

For a single frequency $v$, the fifth-order remainder at phase $vh$, divided by $|h|^3$, gives
$$\left|\frac{vh-\sin(vh)}{h^3}-\frac{v^3}{6}\right|\le\frac{|v|^5h^2}{120}\longrightarrow 0.$$
Multiplying by $a_s$ and adding the finitely many limits gives
$$\lim_{h\to0}\frac{M_1-E(h)}{h^2}=\frac{M_3}{6}.$$
The coefficient in the upper bound is therefore the true leading coefficient of the error.

```lean
/-- For any real amplitudes and frequencies, the error of the one-step estimate divided by
`h ^ 2` tends to one sixth of the third frequency moment as the step tends to zero. -/
theorem error_div_sq_tendsto (a w : ι → ℝ) :
    Tendsto (fun h => (moment a w 1 - stepEstimate a w h) / h ^ 2) (𝓝[≠] 0)
      (𝓝 (moment a w 3 / 6)) := by
  -- the limit for a single frequency
  have single : ∀ v : ℝ, Tendsto (fun h : ℝ => (v * h - Real.sin (v * h)) / h ^ 3)
      (𝓝[≠] 0) (𝓝 (v ^ 3 / 6)) := by
    intro v
    have hc : Tendsto (fun h : ℝ => |v| ^ 5 * h ^ 2 / 120) (𝓝[≠] 0) (𝓝 0) := by
      have hcont : Continuous (fun h : ℝ => |v| ^ 5 * h ^ 2 / 120) := by fun_prop
      have h0 := (hcont.tendsto 0).mono_left (nhdsWithin_le_nhds (s := {0}ᶜ))
      rwa [show |v| ^ 5 * (0 : ℝ) ^ 2 / 120 = 0 by ring] at h0
    rw [tendsto_iff_norm_sub_tendsto_zero]
    refine squeeze_zero' (Eventually.of_forall fun _ => norm_nonneg _) ?_ hc
    filter_upwards [self_mem_nhdsWithin] with h hh
    have h3 : h ^ 3 ≠ 0 := pow_ne_zero 3 hh
    have e : (v * h - Real.sin (v * h)) / h ^ 3 - v ^ 3 / 6
        = (v * h - Real.sin (v * h) - (v * h) ^ 3 / 6) / h ^ 3 := by
      rw [eq_div_iff h3, sub_mul, div_mul_cancel₀ _ h3]
      ring
    rw [Real.norm_eq_abs, e, abs_div, div_le_iff₀ (abs_pos.2 h3)]
    calc _ ≤ |v * h| ^ 5 / 120 := sin_remainder (v * h)
      _ = |v| ^ 5 * h ^ 2 / 120 * |h ^ 3| := by
        rw [abs_mul, abs_pow, ← sq_abs h]
        ring
  have H := tendsto_finsetSum Finset.univ
    fun s (_ : s ∈ Finset.univ) => (single (w s)).const_mul (a s)
  have e : ∑ s, a s * (w s ^ 3 / 6) = moment a w 3 / 6 := by
    rw [moment, Finset.sum_div]
    exact Finset.sum_congr rfl fun s _ => by ring
  rw [e] at H
  refine H.congr' ?_
  filter_upwards [self_mem_nhdsWithin] with h hh
  rw [error_eq a w hh, Finset.sum_div]
  refine Finset.sum_congr rfl fun s _ => ?_
  generalize w s * h - Real.sin (w s * h) = X
  ring
```

The local statement `single` is the one-frequency limit, obtained by squeezing. The filter `𝓝[≠] 0` lets $h$ approach zero from both sides without taking the value zero, where the quotient has no physical meaning. No signs are assumed, so this limit also holds for an initial excited state, whose downward transitions have negative $w_s$.

## Two steps combined

For one excitation with phase $x=w_sh$, the combination $R(h)$ replaces $\sin x$ by $(8\sin(x/2)-\sin x)/3$. The scalar deficit is
$$D(x)=x-\frac{8\sin(x/2)-\sin x}{3}.$$
With $c=\cos(x/2)$ and $\cos x=2c^2-1$, its derivative is a perfect square:
$$D'(x)=1-\frac{4c-(2c^2-1)}{3}=\frac23(1-c)^2.$$
Since $0\le 1-c\le x^2/8$, we have $0\le D'(x)\le x^4/96$. Integrating from zero gives $0\le D(x)\le x^5/480$ for $x\ge0$.

```lean
/-- For a nonnegative phase `x`, the Richardson combination of sines lies below `x` by at
most `x ^ 5 / 480`, and never above it. -/
theorem richardson_sin {x : ℝ} (hx : 0 ≤ x) :
    0 ≤ x - (8 * Real.sin (x / 2) - Real.sin x) / 3 ∧
      x - (8 * Real.sin (x / 2) - Real.sin x) / 3 ≤ x ^ 5 / 480 := by
  -- by the half-angle formula the derivative of the deficit is a perfect square
  have hd : ∀ y : ℝ, HasDerivAt (fun y => y - (8 * Real.sin (y / 2) - Real.sin y) / 3)
      (2 / 3 * (1 - Real.cos (y / 2)) ^ 2) y := by
    intro y
    have hc : Real.cos y = 2 * Real.cos (y / 2) ^ 2 - 1 := by
      rw [← Real.cos_two_mul, show 2 * (y / 2) = y by ring]
    have h1 := ((hasDerivAt_id' y).div_const 2).sin
    exact ((hasDerivAt_id' y).fun_sub (((h1.const_mul 8).fun_sub
      (Real.hasDerivAt_sin y)).div_const 3)).congr_deriv (by
        linear_combination (1 / 3) * hc)
  have hd5 : ∀ y : ℝ, HasDerivAt
      (fun y => y ^ 5 / 480 - (y - (8 * Real.sin (y / 2) - Real.sin y) / 3))
      (y ^ 4 / 96 - 2 / 3 * (1 - Real.cos (y / 2)) ^ 2) y := fun y =>
    (((hasDerivAt_pow 5 y).div_const 480).fun_sub (hd y)).congr_deriv (by
      simp only [Nat.cast_ofNat, Nat.reduceSub]
      ring)
  refine ⟨nonneg_of_deriv (by simp) hd (fun y _ => by positivity) hx, ?_⟩
  have h : 0 ≤ x ^ 5 / 480 - (x - (8 * Real.sin (x / 2) - Real.sin x) / 3) :=
    nonneg_of_deriv (by simp) hd5 (fun y _ => by
      have h1 : 1 - (y / 2) ^ 2 / 2 ≤ Real.cos (y / 2) := Real.one_sub_sq_div_two_le_cos
      have h2 : 0 ≤ 1 - Real.cos (y / 2) := by linarith [Real.cos_le_one (y / 2)]
      have h3 : 1 - Real.cos (y / 2) ≤ y ^ 2 / 8 := by linarith
      have h4 := pow_le_pow_left₀ h2 h3 2
      linarith) hx
  linarith
```

The integration is again carried out by `nonneg_of_deriv`, applied first to $D$ and then to $x^5/480-D(x)$.

For $h>0$ and nonnegative $a_s$ and $w_s$, the full deficit is the sum of $a_sD(w_sh)/h$, so
$$0\le M_1-R(h)\le\frac{h^4}{480}M_5.$$
The extrapolated estimate never overshoots the sum rule.

```lean
/-- For nonnegative amplitudes and frequencies and any step `h > 0`, the Richardson estimate
does not exceed the sum rule and is too low by at most `h ^ 4 / 480` times the fifth
frequency moment. -/
theorem richardsonEstimate_error {a w : ι → ℝ} (ha : ∀ s, 0 ≤ a s) (hw : ∀ s, 0 ≤ w s)
    {h : ℝ} (hh : 0 < h) :
    0 ≤ moment a w 1 - richardsonEstimate a w h ∧
      moment a w 1 - richardsonEstimate a w h ≤ h ^ 4 * moment a w 5 / 480 := by
  have e : moment a w 1 - richardsonEstimate a w h = ∑ s, a s *
      ((w s * h - (8 * Real.sin (w s * h / 2) - Real.sin (w s * h)) / 3) / h) := by
    unfold moment richardsonEstimate stepEstimate dipole
    rw [Finset.sum_div, Finset.sum_div, Finset.mul_sum, ← Finset.sum_sub_distrib,
      Finset.sum_div, ← Finset.sum_sub_distrib]
    refine Finset.sum_congr rfl fun s _ => ?_
    rw [show w s * (h / 2) = w s * h / 2 by ring, sub_div (w s * h),
      mul_div_cancel_right₀ _ hh.ne']
    ring
  rw [e]
  constructor
  · exact Finset.sum_nonneg fun s _ => mul_nonneg (ha s)
      (div_nonneg (richardson_sin (mul_nonneg (hw s) hh.le)).1 hh.le)
  · rw [moment, Finset.mul_sum, Finset.sum_div]
    refine Finset.sum_le_sum fun s _ => ?_
    have h1 : (w s * h - (8 * Real.sin (w s * h / 2) - Real.sin (w s * h)) / 3) / h
        ≤ h ^ 4 * w s ^ 5 / 480 := by
      rw [div_le_iff₀ hh]
      linarith [(richardson_sin (mul_nonneg (hw s) hh.le)).2]
    calc _ ≤ a s * (h ^ 4 * w s ^ 5 / 480) := mul_le_mul_of_nonneg_left h1 (ha s)
      _ = _ := by ring

end

end KickedDipoleSumRule
```

```lean
#print axioms KickedDipoleSumRule.stepEstimate_too_low
#print axioms KickedDipoleSumRule.error_div_sq_tendsto
#print axioms KickedDipoleSumRule.richardsonEstimate_error
```

```
'KickedDipoleSumRule.stepEstimate_too_low' depends on axioms: [propext, Classical.choice, Quot.sound]
'KickedDipoleSumRule.error_div_sq_tendsto' depends on axioms: [propext, Classical.choice, Quot.sound]
'KickedDipoleSumRule.richardsonEstimate_error' depends on axioms: [propext, Classical.choice, Quot.sound]
```

In the proof of `richardsonEstimate_error`, the equation `e` is the decomposition into excitations, and the two bounds then follow term by term. The lower bound is not strict here, since amplitudes and frequencies may vanish.

## One step in a real-time calculation

To apply such a kick in a real-time electronic-structure calculation, one can multiply the occupied ground-state orbitals by $e^{i\kappa x}$, where $x$ is here the coordinate of a single electron and $\kappa$ a small kick strength, and then propagate them. The change in $\langle x\rangle$ at time $h$, summed over all electrons and divided by $\kappa h$, is $E(h)$, provided that the response is linear, the propagation is exact and the spectrum is a finite set of undamped lines. For nonrelativistic electrons in a local potential, a complete set of states makes $M_1$ the number of electrons; a finite set gives the value belonging to that set.

Take a single excitation with $w=1$ and $h=0.1$ in atomic units. The deficit of $E(h)$ is at most $h^2w^2/6\approx0.17\%$ of the sum rule. Recording the dipole at $h/2$ as well, on the same trajectory, lowers the bound to $h^4w^4/480\approx2\times10^{-7}$ of it. With several excitations, the weight $w_s^3$ in $M_3$ means that weak lines at high frequency can dominate the error.

## A continuous spectrum instead of a finite sum

The amplitudes could also have been modelled as a positive measure on the positive frequencies, with integrals in place of sums. This would include ionisation continua. The finiteness of the moments would then become a hypothesis: the quadratic bound is informative only if the third moment is finite, and the fourth-order bound only if the fifth is. For the ground state of the nonrelativistic hydrogen atom with a point nucleus, the third moment is finite but the fifth is infinite. The scalar inequalities for the sine would stay the same, while the limit would need an argument for exchanging it with the integral. For a finite sum, all moments are finite and the exchange is immediate.
